# Glide- and Screw-Forbidden Reflections Stay Dark under Multiple Scattering in a Symmetric Beam Set and Orientation

In single scattering, a glide plane or screw axis can make the structure factor of a reflection $h$ vanish. Electrons, however, scatter strongly: they can reach $h$ through an intermediate beam $g$, with amplitude $F(h-g)F(g)$, even though $F(h)=0$. Does the forbidden reflection then light up? It stays dark if the symmetry operation fixes $h$ and also preserves the set of beams and their excitation errors.

## Cancellation of the scattering paths

Let the lattice-periodic scattering density $V$ be invariant under $x\mapsto Rx+t$, with $x$ in fractional coordinates and $R$ an integer matrix. Write $F(g)=\int V(x)e^{2\pi i g\cdot x}\,dx$ over a unit cell, for an integer vector $g$. Substituting $x=Ry+t$, with $|\det R|=1$, gives

$$F(g)=e^{2\pi i g\cdot t}\int V(y)e^{2\pi i(R^Tg)\cdot y}\,dy=e^{2\pi i g\cdot t}F(R^Tg).$$

Let $S$ be a finite set of beams permuted by $R^T$, and let

$$A_{gk}=F(g-k)+\delta_{gk}d(g),\qquad d(R^Tg)=d(g).$$

Here $k$ is the incoming and $g$ the outgoing beam. The term $d(g)$ stands for the excitation error, in the units of $F$; it is not a lattice spacing. For a glide plane, its invariance holds when the incident wave vector and the surface normal lie in that plane. For a twofold screw axis perpendicular to the zone axis, it holds when the wave vector and the surface normal lie in the plane spanned by these two axes and $S$ contains only beams of the zero-order Laue zone. Beams outside this zone spoil it, since the rotation reverses their component along the zone axis.

Define $U$ by $U_{g,R^Tg}=e^{2\pi i g\cdot t}$, with all other entries zero. Since $R^T$ permutes $S$, every column has the form $R^Tk$. For any matrix $M$ on $S$,

$$(UM)_{g,R^Tk}=e^{2\pi i g\cdot t}M_{R^Tg,R^Tk},\qquad (MU)_{g,R^Tk}=M_{gk}e^{2\pi i k\cdot t}.$$

Take $M=A$. If $g\ne k$, then $R^Tg\ne R^Tk$, and

$$e^{2\pi i g\cdot t}F(R^T(g-k))=e^{2\pi i k\cdot t}e^{2\pi i(g-k)\cdot t}F(R^T(g-k))=e^{2\pi i k\cdot t}F(g-k).$$

If $g=k$, both sides equal $e^{2\pi i g\cdot t}(F(0)+d(g))$. Hence $UA=AU$. By induction $UA^n=A^nU$, and summing the exponential series gives $Ue^{cA}=e^{cA}U$ for complex $c$.

Now let $M$ commute with $U$, let $0,h\in S$, and let $R^Th=h$. The $(h,0)$ entries of $UM=MU$ give

$$e^{2\pi i h\cdot t}M_{h0}=M_{h0}.$$

If $h\cdot t$ is not an integer, the phase differs from one, so $M_{h0}=0$. This applies to $M=A^n$ and $M=e^{cA}$.

The same comparison at a general beam gives $M_{g0}=e^{2\pi i g\cdot t}M_{R^Tg,0}$. For $M=e^{cA}$, the beams $g$ and $R^Tg$ therefore have equal intensities. This consequence has no separate Lean theorem below.

In Bloch-wave and scattering-matrix simulations of electron diffraction, the result predicts an exact zero for a finite beam set with these symmetries. It concerns the dark line produced by an operation that fixes both $0$ and $h$. The Gjønnes–Moodie line at the Bragg condition of $h$ uses reciprocity, which reverses the scattering paths, and needs a different argument.

## Beams, phases and the scattering matrix in Lean

The finite type `ι` labels the coordinate axes, so the dimension is arbitrary.

```lean
import Mathlib

open Matrix

namespace GjonnesMoodie

noncomputable section

variable {ι : Type*} [Fintype ι]
```

Beams are integer vectors and positions are real vectors in fractional coordinates; `latticeDot` is their pairing.

```lean
/-- The product `g · x` of a reciprocal-lattice vector with a vector in fractional coordinates. -/
def latticeDot (g : ι → ℤ) (x : ι → ℝ) : ℝ := ∑ i, (g i : ℝ) * x i
```

The phase has a positive sign in the exponent, as in the derivation.

```lean
/-- The phase factor `exp(2πi g · x)`. -/
def phase (g : ι → ℤ) (x : ι → ℝ) : ℂ :=
  Complex.exp (2 * Real.pi * Complex.I * (latticeDot g x : ℝ))
```

`HasSymmetry` takes the structure-factor relation as a hypothesis on `F`. The integral over the density that motivates it is not formalised, and `R` may be any integer matrix.

```lean
/-- The relation `F(g) = exp(2πi g · t) F(Rᵀ g)` for the space-group operation `{R|t}`. -/
def HasSymmetry (R : Matrix ι ι ℤ) (t : ι → ℝ) (F : (ι → ℤ) → ℂ) : Prop :=
  ∀ g, F g = phase g t * F (Rᵀ *ᵥ g)
```

The name `dynamicalMatrix` refers to dynamical diffraction, not to lattice vibrations. Its rows and columns are indexed by the beams in `S`. Both `F` and `d` are complex-valued, so a real diagonal is a special case.

```lean
/-- The dynamical matrix on the beams `S`: entries `F(g - g')` plus a diagonal term `d(g)`. -/
def dynamicalMatrix (F d : (ι → ℤ) → ℂ) (S : Finset (ι → ℤ)) : Matrix S S ℂ :=
  Matrix.of fun g k => F (g.1 - k.1) + if g = k then d g.1 else 0
```

The matrix $U$ is `symmetryOperator`.

```lean
/-- The action of `{R|t}` on beam amplitudes: entry `exp(2πi g · t)` at `(g, Rᵀ g)`, else zero. -/
def symmetryOperator (R : Matrix ι ι ℤ) (t : ι → ℝ) (S : Finset (ι → ℤ)) : Matrix S S ℂ :=
  Matrix.of fun g k => if k.1 = Rᵀ *ᵥ g.1 then phase g.1 t else 0
```

## Commuting the symmetry through the scattering

The first lemma is the phase identity used for $g\ne k$. The product of the exponentials is the exponential of the sum of their exponents, and linearity of the pairing evaluates that sum.

```lean
/-- Phases of beam differences compose: `exp(2πi (g-k)·t) exp(2πi k·t) = exp(2πi g·t)`. -/
theorem phase_sub_mul (g k : ι → ℤ) (t : ι → ℝ) :
    phase (g - k) t * phase k t = phase g t := by
  have h : latticeDot (g - k) t = latticeDot g t - latticeDot k t := by
    simp [latticeDot, sub_mul, Finset.sum_sub_distrib]
  unfold phase
  rw [← Complex.exp_add, h]
  congr 1
  push_cast
  ring
```

Left multiplication by $U$ selects one term of the matrix product. `Finset.sum_eq_single` isolates it, and the other terms vanish.

```lean
variable (R : Matrix ι ι ℤ) (t : ι → ℝ) (F d : (ι → ℤ) → ℂ) {S : Finset (ι → ℤ)}

/-- For beams `g` and `k = Rᵀ g` in `S`, row `g` of the symmetry operator times `M` is
`exp(2πi g · t)` times row `k` of `M`. -/
theorem symmetryOperator_mul_apply (M : Matrix S S ℂ) (g k l : S) (hk : k.1 = Rᵀ *ᵥ g.1) :
    (symmetryOperator R t S * M) g l = phase g.1 t * M k l := by
  rw [Matrix.mul_apply, Finset.sum_eq_single k]
  · rw [symmetryOperator, Matrix.of_apply, if_pos hk]
  · intro b _ hb
    rw [symmetryOperator, Matrix.of_apply,
      if_neg (fun e => hb (Subtype.ext (e.trans hk.symm))), zero_mul]
  · simp
```

Right multiplication needs a unique preimage. The hypothesis `hS` says that the image of `S` under $R^T$ is `S`; equality of cardinalities then makes the map injective on `S`.

```lean
/-- If `Rᵀ` permutes the beams and `l = Rᵀ k`, column `l` of `M` times the symmetry operator is
`exp(2πi k · t)` times column `k` of `M`. -/
theorem mul_symmetryOperator_apply (hS : S.image (fun g => Rᵀ *ᵥ g) = S)
    (M : Matrix S S ℂ) (g k l : S) (hl : l.1 = Rᵀ *ᵥ k.1) :
    (M * symmetryOperator R t S) g l = M g k * phase k.1 t := by
  have hinj : Set.InjOn (fun g => Rᵀ *ᵥ g) (S : Set (ι → ℤ)) :=
    Finset.card_image_iff.mp (congrArg Finset.card hS)
  rw [Matrix.mul_apply, Finset.sum_eq_single k]
  · rw [symmetryOperator, Matrix.of_apply, if_pos hl]
  · intro b _ hb
    rw [symmetryOperator, Matrix.of_apply,
      if_neg (fun e => hb (Subtype.ext (hinj b.2 k.2 (e.symm.trans hl)))), mul_zero]
  · simp
```

For the commutator, the proof writes each column `l` as $R^Tk$ and applies the two multiplication lemmas. The split on `g = ⟨k, hk⟩` separates the diagonal case, which uses `hd`, from the off-diagonal case, which uses `hF` and `phase_sub_mul`.

```lean
/-- If `F` has the symmetry of `{R|t}`, `Rᵀ` permutes the beams and the diagonal term is
invariant, then the dynamical matrix commutes with the symmetry operator. -/
theorem symmetryOperator_commute (hF : HasSymmetry R t F)
    (hS : S.image (fun g => Rᵀ *ᵥ g) = S) (hd : ∀ g ∈ S, d (Rᵀ *ᵥ g) = d g) :
    Commute (symmetryOperator R t S) (dynamicalMatrix F d S) := by
  have hinj : Set.InjOn (fun g => Rᵀ *ᵥ g) (S : Set (ι → ℤ)) :=
    Finset.card_image_iff.mp (congrArg Finset.card hS)
  have hmem : ∀ g ∈ S, Rᵀ *ᵥ g ∈ S := fun g hg => by
    have h := Finset.mem_image_of_mem (fun g => Rᵀ *ᵥ g) hg
    rwa [hS] at h
  ext g l
  -- every incoming beam is the image `Rᵀ k` of a beam `k`
  have hlS : l.1 ∈ S.image (fun g => Rᵀ *ᵥ g) := by
    rw [hS]
    exact l.2
  obtain ⟨k, hk, hkl⟩ := Finset.mem_image.mp hlS
  rw [symmetryOperator_mul_apply R t _ g ⟨_, hmem g.1 g.2⟩ l rfl,
    mul_symmetryOperator_apply R t hS _ g ⟨k, hk⟩ l hkl.symm]
  have hl : l = ⟨Rᵀ *ᵥ k, hmem k hk⟩ := Subtype.ext hkl.symm
  subst hl
  by_cases h : g = ⟨k, hk⟩
  · have e : ∀ x : S, dynamicalMatrix F d S x x = F 0 + d x.1 := fun x => by
      simp [dynamicalMatrix]
    subst h
    simp only [e, hd k hk]
    ring
  · have hne : (⟨Rᵀ *ᵥ g.1, hmem g.1 g.2⟩ : S) ≠ ⟨Rᵀ *ᵥ k, hmem k hk⟩ := fun e =>
      h (Subtype.ext (hinj g.2 hk (congrArg Subtype.val e)))
    simp only [dynamicalMatrix, Matrix.of_apply, if_neg hne, if_neg h]
    rw [hF (g.1 - k), Matrix.mulVec_sub, ← phase_sub_mul g.1 k t]
    ring
```

## The vanishing entry

The next theorem compares the $(h,0)$ entries. The hypothesis `ht` states that $h\cdot t$ differs from every integer. `Complex.exp_eq_one_iff` converts a phase of one into an integer value of $h\cdot t$, a contradiction. The final equation has the form $(e^{2\pi i h\cdot t}-1)M_{h0}=0$, and its first factor is nonzero.

```lean
/-- Let `Rᵀ` permute the beams and fix `h`, with `h · t` not an integer. Then a matrix that
commutes with the symmetry operator does not couple the incident beam `0` to `h`. -/
theorem extinction_of_commute (hS : S.image (fun g => Rᵀ *ᵥ g) = S) {h : ι → ℤ}
    (h0 : 0 ∈ S) (hh : h ∈ S) (hR : Rᵀ *ᵥ h = h) (ht : ∀ n : ℤ, latticeDot h t ≠ n)
    (M : Matrix S S ℂ) (hM : Commute (symmetryOperator R t S) M) :
    M ⟨h, hh⟩ ⟨0, h0⟩ = 0 := by
  have e := congrFun (congrFun hM.eq ⟨h, hh⟩) ⟨0, h0⟩
  rw [symmetryOperator_mul_apply R t M ⟨h, hh⟩ ⟨h, hh⟩ _ hR.symm,
    mul_symmetryOperator_apply R t hS M _ ⟨0, h0⟩ ⟨0, h0⟩ (Matrix.mulVec_zero _).symm] at e
  have hz : phase (0 : ι → ℤ) t = 1 := by simp [phase, latticeDot]
  -- a non-integer `h · t` gives a phase different from one
  have hp : phase h t ≠ 1 := by
    intro h1
    obtain ⟨n, hn⟩ := Complex.exp_eq_one_iff.mp h1
    have h2 : ((latticeDot h t : ℝ) : ℂ) = ((n : ℝ) : ℂ) := by
      apply mul_left_cancel₀ Complex.two_pi_I_ne_zero
      rw [hn, Complex.ofReal_intCast]
      ring
    exact ht n (Complex.ofReal_injective h2)
  have e2 : (phase h t - 1) * M ⟨h, hh⟩ ⟨0, h0⟩ = 0 := by
    simp only [hz] at e
    linear_combination e
  exact (mul_eq_zero.mp e2).resolve_left (sub_ne_zero.mpr hp)
```

The main theorem applies this to every natural power of $A$. The zeroth power is included: `ht` forces $h\ne0$, so the identity matrix also has a zero there.

```lean
/-- **Gjonnes-Moodie extinction.** Let `F` have the symmetry of `{R|t}`, let `Rᵀ` permute the
beams, preserve the diagonal term and fix `h`, and let `h · t` be no integer. Then every power
of the dynamical matrix has zero `(h, 0)` entry. -/
theorem gjonnes_moodie (hF : HasSymmetry R t F) (hS : S.image (fun g => Rᵀ *ᵥ g) = S)
    (hd : ∀ g ∈ S, d (Rᵀ *ᵥ g) = d g) {h : ι → ℤ} (h0 : 0 ∈ S) (hh : h ∈ S)
    (hR : Rᵀ *ᵥ h = h) (ht : ∀ n : ℤ, latticeDot h t ≠ n) (n : ℕ) :
    (dynamicalMatrix F d S ^ n) ⟨h, hh⟩ ⟨0, h0⟩ = 0 :=
  extinction_of_commute R t hS h0 hh hR ht _
    ((symmetryOperator_commute R t F d hF hS hd).pow_right n)
```

For the exponential, `exp_right` carries the commutation through. In the forward-scattering approximation, $c$ is $i$ times the thickness and a constant, and the $(h,0)$ entry is the amplitude in $h$ for an incident beam $0$. Identifying a real crystal slab with $e^{cA}$ on finitely many beams is the physical step that the hypotheses leave open.

```lean
/-- Under the conditions of `gjonnes_moodie` the scattering matrix `exp(c A)` has zero `(h, 0)`
entry for every complex `c`. -/
theorem scatteringMatrix_extinction (hF : HasSymmetry R t F)
    (hS : S.image (fun g => Rᵀ *ᵥ g) = S) (hd : ∀ g ∈ S, d (Rᵀ *ᵥ g) = d g) {h : ι → ℤ}
    (h0 : 0 ∈ S) (hh : h ∈ S) (hR : Rᵀ *ᵥ h = h) (ht : ∀ n : ℤ, latticeDot h t ≠ n) (c : ℂ) :
    (NormedSpace.exp (c • dynamicalMatrix F d S)) ⟨h, hh⟩ ⟨0, h0⟩ = 0 :=
  extinction_of_commute R t hS h0 hh hR ht _
    (((symmetryOperator_commute R t F d hF hS hd).smul_right c).exp_right)
```

## A glide line with four beams

In the plane, take a mirror that reverses the second coordinate, followed by a half-translation along the first.

```lean
/-- The mirror part of a glide line in the plane. -/
def glideR : Matrix (Fin 2) (Fin 2) ℤ := !![1, 0; 0, -1]
```

The structure factor is a chosen function with the required symmetry, not one computed from atomic positions. For odd first index it grows with the second, so no integrable density has these values on the whole reciprocal lattice; only the values at differences of the four beams enter the matrix.

```lean
/-- A model structure factor: `1` for even first index, `i` times the second index otherwise. -/
def glideF (g : Fin 2 → ℤ) : ℂ := if Even (g 0) then 1 else Complex.I * g 1
```

The beam set contains $0$, $h=(1,0)$ and a mirror pair.

```lean
/-- Four beams: the incident one, `(1,0)`, and the pair `(0,1)`, `(0,-1)`. -/
def glideBeams : Finset (Fin 2 → ℤ) := {![0, 0], ![1, 0], ![0, 1], ![0, -1]}
```

The last theorem checks the conditions with $d(g)=g\cdot g$. For `HasSymmetry`, it reduces the glide phase to $(-1)^{g_0}$ and treats even and odd $g_0$ separately. It also evaluates the path through $(0,1)$, whose amplitude is $-i$. By the same formula the path through $(0,-1)$ contributes $+i$, so the darkness of $h$ comes from cancellation between nonzero paths.

```lean
/-- The glide with translation `(1/2, 0)`, the model structure factor, the four beams, the
diagonal term `g · g` and `h = (1,0)` meet the conditions of `gjonnes_moodie`, while the
double-scattering path through `(0,1)` has amplitude `-i`. -/
theorem gjonnes_moodie_witness :
    HasSymmetry glideR ![1 / 2, 0] glideF ∧
    glideBeams.image (fun g => glideRᵀ *ᵥ g) = glideBeams ∧
    (∀ g : Fin 2 → ℤ, (glideRᵀ *ᵥ g) ⬝ᵥ (glideRᵀ *ᵥ g) = g ⬝ᵥ g) ∧
    0 ∈ glideBeams ∧ ![1, 0] ∈ glideBeams ∧ glideRᵀ *ᵥ ![1, 0] = ![1, 0] ∧
    (∀ n : ℤ, latticeDot ![1, 0] ![1 / 2, 0] ≠ n) ∧
    glideF ![1, -1] * glideF ![0, 1] = -Complex.I := by
  refine ⟨?_, by decide, ?_, by decide, by decide, by decide, ?_, by simp [glideF]⟩
  · intro g
    have h0 : (glideRᵀ *ᵥ g) 0 = g 0 := by
      simp [glideR, Matrix.mulVec, dotProduct, Fin.sum_univ_two]
    have h1 : (glideRᵀ *ᵥ g) 1 = -g 1 := by
      simp [glideR, Matrix.mulVec, dotProduct, Fin.sum_univ_two]
    -- the glide phase is the sign `(-1)^(g 0)`
    have hp : phase g ![1 / 2, 0] = (-1) ^ (g 0) := by
      rw [← Complex.exp_pi_mul_I, ← Complex.exp_int_mul, phase,
        show latticeDot g ![1 / 2, 0] = (g 0 : ℝ) / 2 by
          simp [latticeDot, Fin.sum_univ_two, div_eq_mul_inv]]
      congr 1
      push_cast
      ring
    rw [hp, glideF, glideF, h0, h1]
    rcases Int.even_or_odd (g 0) with h | h
    · rw [if_pos h, if_pos h, h.neg_one_zpow, one_mul]
    · have hn := Int.not_even_iff_odd.mpr h
      rw [if_neg hn, if_neg hn, h.neg_one_zpow]
      push_cast
      ring
  · intro g
    simp [glideR, Matrix.mulVec, dotProduct, Fin.sum_univ_two]
  · intro n hn
    have e : latticeDot ![1, 0] ![1 / 2, 0] = 1 / 2 := by
      norm_num [latticeDot, Fin.sum_univ_two]
    rw [e] at hn
    have h2 : (1 : ℝ) = 2 * n := by linarith
    have h3 : (1 : ℤ) = 2 * n := by exact_mod_cast h2
    omega

end

end GjonnesMoodie
```

```lean
#print axioms GjonnesMoodie.gjonnes_moodie
-- 'GjonnesMoodie.gjonnes_moodie' depends on axioms: [propext, Classical.choice, Quot.sound]
#print axioms GjonnesMoodie.scatteringMatrix_extinction
-- 'GjonnesMoodie.scatteringMatrix_extinction' depends on axioms: [propext, Classical.choice, Quot.sound]
```
